# A harmonic chain with first- and second-neighbour springs a > 0 and −a/3 has an unstable commensurate wave exactly when the supercell has at least seven cells

A phonon calculation that checks only the waves fitting its supercell can report a structure as dynamically stable when it is not. The chain below is unstable at long wavelengths, yet in a supercell of one to six cells every wave that fits has a non-negative squared frequency. No improvement in the forces changes that, because the unstable waves are absent from the set being sampled.

## The dispersion relation and the seven-cell threshold

Take a chain of unit masses with lattice constant one, first-neighbour springs $a>0$ and second-neighbour springs $b=-a/3$. The negative spring stands for a competing interaction that drives second neighbours away from their reference separation. It outweighs the first-neighbour springs at long wavelength, where the stiffness is $a+4b=-a/3$. At wavevector $q$ the squared frequency is

$$\omega^2(q)=4a\sin^2\tfrac q2\left(1-\tfrac43\cos^2\tfrac q2\right).$$

A wavevector is commensurate with a supercell of $N\ge 1$ cells if $Nq=2\pi j$ for an integer $j$. Some commensurate $q$ has $\omega^2(q)<0$ if and only if $N\ge 7$.

## Where a supercell phonon calculation meets the threshold

In a finite-displacement calculation, one atom is moved by a small $\delta$ and the forces are recorded. For this chain with $N\ge5$, the displaced atom feels $-\tfrac43a\delta$, its first neighbours $a\delta$, and its second neighbours $-\tfrac13a\delta$. Dividing by $-\delta$ gives force constants, whose Fourier sum is

$$\omega^2(q)=\tfrac43a-2a\cos q+\tfrac23a\cos 2q .$$

Diagonalising the $N\times N$ force-constant matrix of the periodic supercell evaluates this function at $q=2\pi r/N$, with $r=0,\dots,N-1$. The eigenvalues are:

- for $N=4$: $0,\ \tfrac23a,\ \tfrac23a,\ 4a$;
- for $N=6$: $0,\ 0,\ 0,\ 2a,\ 2a,\ 4a$, where two of the zeros belong to waves at the edge of the unstable range and not to translations;
- for $N=7$: the lowest is about $-0.062a$, at $q=\pm2\pi/7$.

Interpolation is a different matter. With five or six cells the force constants of this short-ranged model are already complete, so evaluating the Fourier sum between the commensurate points does reveal negative values. The threshold concerns the commensurate points alone.

For supercell stability checks, the result gives an exact size threshold in a one-dimensional harmonic model with a fixed ratio of spring constants.

## From spring forces to the condition N > 6

Let $u_n$ be the displacement of atom $n$. The force on it is

$$F_n=a(u_{n+1}-u_n)+a(u_{n-1}-u_n)+b(u_{n+2}-u_n)+b(u_{n-2}-u_n).$$

**Dispersion.** For any $x$ and $s$,

$$\cos(x+s)+\cos(x-s)-2\cos x=2(\cos s-1)\cos x=-4\sin^2\tfrac s2\cos x .$$

Put $u_n=\cos(qn+\varphi)$ with an arbitrary phase $\varphi$, and use this with $s=q$ and $s=2q$. Then $F_n=-\omega^2(q)\,u_n$, where

$$\omega^2(q)=4a\sin^2\tfrac q2+4b\sin^2q=4\sin^2\tfrac q2\left(a+4b\cos^2\tfrac q2\right).$$

The second form uses $\sin q=2\sin\tfrac q2\cos\tfrac q2$. Setting $b=-a/3$ gives the formula above.

**Instability.** If $\omega^2(q)<0$, let $\gamma=\sqrt{-\omega^2(q)}$ and $u_n(t)=e^{\gamma t}\cos(qn+\varphi)$. Then $\ddot u_n=\gamma^2u_n=-\omega^2(q)u_n=F_n$, so this solves Newton's equation. With $\varphi=0$, atom $0$ moves as $e^{\gamma t}$.

**The extreme commensurate wave.** Write $j=Nk+r$ with integers $k$ and $0\le r<N$. Then $q/2=\pi r/N+k\pi$, so $\cos^2(q/2)=\cos^2(\pi r/N)$. If $r=0$, then $\sin(q/2)=0$ and the wave is a uniform translation. If $1\le r\le N-1$, the angles $\pi(r\pm1)/N$ lie in $[0,\pi]$, hence

$$0\le\sin\frac{\pi(r+1)}N\,\sin\frac{\pi(r-1)}N=\cos^2\frac\pi N-\cos^2\frac{\pi r}N .$$

Thus $\cos^2(q/2)\le\cos^2(\pi/N)$ for every commensurate wave other than a translation.

**Criterion for $a\ge0$, any $b$ and $N\ge2$.** Suppose $\omega^2(q)<0$ at a commensurate $q$. Then $\sin(q/2)\ne0$ and $a+4b\cos^2(q/2)<0$, which forces $b<0$. The bound on the cosine now gives $a+4b\cos^2(\pi/N)<0$. Conversely, if this last inequality holds, $q=2\pi/N$ is commensurate and unstable, since $\sin(\pi/N)>0$.

**The threshold.** For $b=-a/3$ and $N\ge2$ the criterion reads $\cos^2(\pi/N)>\tfrac34=\cos^2(\pi/6)$. On $[0,\pi/2]$ the cosine is non-negative and decreasing, so this means $\pi/N<\pi/6$, that is $N>6$. For $N=1$ every commensurate $q$ is a multiple of $2\pi$ and $\omega^2(q)=0$.

## The same steps in Lean

`second_difference` is the cosine identity, and `force_wave` applies it twice to obtain the dispersion relation. In both, `linear_combination` does the final algebra. `omegaSq_factor` supplies the factored form, `omegaSq_third` specialises it to $b=-a/3$, and `growing_mode` verifies the two time derivatives of the exponential solution.

`cos_sq_le` divides `j` by `N` with remainder `r`, shows that both sines are non-negative, and rewrites their product as the difference of squared cosines (`hid`). `unstable_iff` proves the general criterion, with `nlinarith` combining $b<0$ and the cosine bound. The final theorem, `supercell_detects_instability_iff`, treats `N = 1` separately and otherwise compares $\pi/N$ with $\pi/6$ through the monotonicity of the cosine.

```lean
import Mathlib

open Real

namespace SupercellInstability

noncomputable section

/-- Force on atom `n` of a chain with first-neighbour springs `a` and second-neighbour
springs `b`, for displacements `u`. -/
def force (a b : ℝ) (u : ℤ → ℝ) (n : ℤ) : ℝ :=
  a * (u (n + 1) - u n) + a * (u (n - 1) - u n)
    + b * (u (n + 2) - u n) + b * (u (n - 2) - u n)

/-- Squared frequency of the unit-mass chain at wavevector `q` (lattice constant one). -/
def omegaSq (a b q : ℝ) : ℝ := 4 * a * sin (q / 2) ^ 2 + 4 * b * sin q ^ 2

/-- The wavevector `q` is commensurate with a supercell of `N` cells: `N q` is an integer
multiple of `2π`. -/
def Commensurate (N : ℕ) (q : ℝ) : Prop := ∃ j : ℤ, (N : ℝ) * q = 2 * π * j

/-- The second difference of a cosine wave is proportional to the wave itself. -/
theorem second_difference (x s : ℝ) :
    cos (x + s) + cos (x - s) - 2 * cos x = -4 * sin (s / 2) ^ 2 * cos x := by
  have h := Real.cos_two_mul (s / 2)
  rw [show 2 * (s / 2) = s by ring] at h
  rw [Real.cos_add, Real.cos_sub]
  linear_combination 2 * cos x * h + 4 * cos x * Real.sin_sq_add_cos_sq (s / 2)

/-- Dispersion relation: on a wave of wavevector `q` and any phase, the spring force is
minus the squared frequency times the displacement. -/
theorem force_wave (a b q φ : ℝ) (n : ℤ) :
    force a b (fun m => cos (q * m + φ)) n = -omegaSq a b q * cos (q * n + φ) := by
  have h1 := second_difference (q * n + φ) q
  have h2 := second_difference (q * n + φ) (2 * q)
  rw [show 2 * q / 2 = q by ring] at h2
  simp only [force, omegaSq]
  push_cast
  rw [show q * ((n : ℝ) + 1) + φ = q * n + φ + q by ring,
    show q * ((n : ℝ) - 1) + φ = q * n + φ - q by ring,
    show q * ((n : ℝ) + 2) + φ = q * n + φ + 2 * q by ring,
    show q * ((n : ℝ) - 2) + φ = q * n + φ - 2 * q by ring]
  linear_combination a * h1 + b * h2

/-- A wavevector is commensurate with the `N`-cell supercell exactly when its waves, of every
phase, repeat after `N` cells. -/
theorem commensurate_iff_periodic (N : ℕ) (q : ℝ) :
    Commensurate N q ↔
      ∀ (φ : ℝ) (n : ℤ), cos (q * ((n + N : ℤ) : ℝ) + φ) = cos (q * n + φ) := by
  constructor
  · rintro ⟨j, hj⟩ φ n
    have h : q * ((n + N : ℤ) : ℝ) + φ = q * n + φ + j * (2 * π) := by
      push_cast
      linear_combination hj
    rw [h, Real.cos_add_int_mul_two_pi]
  · intro h
    have h0 : cos (q * N) = 1 := by simpa using h 0 0
    obtain ⟨j, hj⟩ := (Real.cos_eq_one_iff _).1 h0
    exact ⟨j, by linear_combination -hj⟩

/-- The squared frequency is the product of `4 sin²(q/2)`, which vanishes for uniform translations,
and the stiffness factor `a + 4 b cos²(q/2)`. -/
theorem omegaSq_factor (a b q : ℝ) :
    omegaSq a b q = 4 * sin (q / 2) ^ 2 * (a + 4 * b * cos (q / 2) ^ 2) := by
  have h := Real.sin_two_mul (q / 2)
  rw [show 2 * (q / 2) = q by ring] at h
  rw [omegaSq, h]
  ring

/-- Squared frequencies of the chain whose second-neighbour spring is `-a/3`. -/
theorem omegaSq_third (a q : ℝ) :
    omegaSq a (-a / 3) q = 4 * a * sin (q / 2) ^ 2 * (1 - 4 / 3 * cos (q / 2) ^ 2) := by
  rw [omegaSq_factor]
  ring

/-- If the squared frequency at `q` is negative, then at some positive rate an exponentially
growing wave of wavevector `q` solves Newton's equation for the unit-mass chain. -/
theorem growing_mode (a b q φ : ℝ) (h : omegaSq a b q < 0) :
    ∃ γ : ℝ, 0 < γ ∧ ∀ (n : ℤ) (t : ℝ),
      HasDerivAt (fun s => Real.exp (γ * s) * cos (q * n + φ))
        (γ * Real.exp (γ * t) * cos (q * n + φ)) t ∧
      HasDerivAt (fun s => γ * Real.exp (γ * s) * cos (q * n + φ))
        (force a b (fun m => Real.exp (γ * t) * cos (q * m + φ)) n) t := by
  refine ⟨Real.sqrt (-omegaSq a b q), Real.sqrt_pos.2 (by linarith), fun n t => ?_⟩
  have hγ := Real.sq_sqrt (show 0 ≤ -omegaSq a b q by linarith)
  set γ := Real.sqrt (-omegaSq a b q)
  have hd : HasDerivAt (fun s => Real.exp (γ * s)) (γ * Real.exp (γ * t)) t :=
    (((hasDerivAt_id' t).const_mul γ).exp).congr_deriv (by ring)
  refine ⟨hd.mul_const _, ((hd.const_mul γ).mul_const _).congr_deriv ?_⟩
  -- the acceleration equals the spring force by the dispersion relation
  have hf := force_wave a b q φ n
  simp only [force] at hf ⊢
  linear_combination Real.exp (γ * t) * cos (q * n + φ) * hγ - Real.exp (γ * t) * hf

/-- Among wavevectors commensurate with a nonempty supercell, excluding uniform translations,
`cos²(q/2)` is at most `cos²(π/N)`. -/
theorem cos_sq_le {N : ℕ} (hN : 1 ≤ N) {q : ℝ} (hq : Commensurate N q)
    (hs : sin (q / 2) ≠ 0) : cos (q / 2) ^ 2 ≤ cos (π / N) ^ 2 := by
  obtain ⟨j, hj⟩ := hq
  have hN' : (0 : ℝ) < N := by exact_mod_cast hN
  -- divide the wave number `j` by `N`, leaving a remainder `r` with `0 ≤ r < N`
  obtain ⟨k, r, hr0, hr1, hjk⟩ : ∃ k r : ℤ, 0 ≤ r ∧ r < N ∧ j = N * k + r :=
    ⟨j / N, j % N, Int.emod_nonneg _ (by omega), Int.emod_lt_of_pos _ (by omega),
      (Int.mul_ediv_add_emod j N).symm⟩
  subst hjk
  push_cast at hj
  have hq2 : q / 2 = π * r / N + k * π := by
    field_simp
    linear_combination hj
  have hr : 1 ≤ r := by
    by_contra h
    have h0 : r = 0 := by omega
    apply hs
    rw [hq2, h0]
    simp [Real.sin_int_mul_pi]
  have hrR : (1 : ℝ) ≤ r := by exact_mod_cast hr
  have hrN : (r : ℝ) + 1 ≤ N := by exact_mod_cast (show r + 1 ≤ (N : ℤ) by omega)
  have hangle : ∀ x : ℝ, 0 ≤ x → x ≤ N → 0 ≤ sin (π * x / N) := fun x h0 h1 =>
    Real.sin_nonneg_of_nonneg_of_le_pi (div_nonneg (mul_nonneg pi_pos.le h0) hN'.le)
      ((div_le_iff₀ hN').2 (mul_le_mul_of_nonneg_left h1 pi_pos.le))
  have hp := mul_nonneg (hangle (r + 1) (by linarith) hrN)
    (hangle (r - 1) (by linarith) (by linarith))
  rw [show π * ((r : ℝ) + 1) / N = π * r / N + π / N by ring,
    show π * ((r : ℝ) - 1) / N = π * r / N - π / N by ring] at hp
  -- the product of the two sines is the difference of the squared cosines
  have hid : sin (π * r / N + π / N) * sin (π * r / N - π / N)
      = cos (π / N) ^ 2 - cos (π * r / N) ^ 2 := by
    rw [Real.sin_add, Real.sin_sub]
    linear_combination cos (π / N) ^ 2 * Real.sin_sq_add_cos_sq (π * r / N)
      - cos (π * r / N) ^ 2 * Real.sin_sq_add_cos_sq (π / N)
  have hk : cos (k * π) ^ 2 = 1 := by
    have h := Real.sin_sq_add_cos_sq (k * π)
    rw [Real.sin_int_mul_pi] at h
    linarith
  have hc : cos (q / 2) ^ 2 = cos (π * r / N) ^ 2 := by
    rw [hq2, Real.cos_add, Real.sin_int_mul_pi]
    linear_combination cos (π * r / N) ^ 2 * hk
  linarith

/-- For `a ≥ 0`, any `b` and at least two cells, the supercell contains a wave of negative
squared frequency exactly when `a + 4 b cos²(π/N)` is negative. -/
theorem unstable_iff {a : ℝ} (ha : 0 ≤ a) (b : ℝ) {N : ℕ} (hN : 2 ≤ N) :
    (∃ q, Commensurate N q ∧ omegaSq a b q < 0) ↔ a + 4 * b * cos (π / N) ^ 2 < 0 := by
  have hN' : (2 : ℝ) ≤ N := by exact_mod_cast hN
  have hN0 : (0 : ℝ) < N := by linarith
  constructor
  · rintro ⟨q, hq, hneg⟩
    rw [omegaSq_factor] at hneg
    have hs : sin (q / 2) ≠ 0 := by
      intro h
      simp [h] at hneg
    have hfac : a + 4 * b * cos (q / 2) ^ 2 < 0 := by
      by_contra h
      exact not_lt_of_ge (mul_nonneg (by positivity) (not_lt.1 h)) hneg
    have hb : b < 0 := by
      by_contra h
      have := mul_nonneg (not_lt.1 h) (sq_nonneg (cos (q / 2)))
      linarith
    have hle := cos_sq_le (by omega) hq hs
    nlinarith [mul_nonneg (neg_nonneg.2 hb.le) (sub_nonneg.2 hle)]
  · intro h
    -- the longest wave that fits in the supercell is unstable
    refine ⟨2 * (π / N), ⟨1, ?_⟩, ?_⟩
    · push_cast
      field_simp
    · rw [omegaSq_factor, show 2 * (π / N) / 2 = π / N by ring]
      have hs : 0 < sin (π / N) := Real.sin_pos_of_pos_of_lt_pi (div_pos pi_pos hN0)
        ((div_lt_iff₀ hN0).2 (by nlinarith [pi_pos]))
      exact mul_neg_of_pos_of_neg (by positivity) h

/-- For springs `a > 0` and `-a/3`, a nonempty supercell of `N` cells contains a commensurate
wavevector of negative squared frequency if and only if `N ≥ 7`. -/
theorem supercell_detects_instability_iff {a : ℝ} (ha : 0 < a) {N : ℕ} (hN : 1 ≤ N) :
    (∃ q, Commensurate N q ∧ omegaSq a (-a / 3) q < 0) ↔ 7 ≤ N := by
  rcases (show N = 1 ∨ 2 ≤ N by omega) with rfl | h2
  · -- a single cell contains only uniform translations
    refine ⟨?_, fun h => by omega⟩
    rintro ⟨q, ⟨j, hj⟩, hneg⟩
    have hq : q / 2 = j * π := by
      push_cast at hj
      linear_combination hj / 2
    rw [omegaSq_factor, hq, Real.sin_int_mul_pi] at hneg
    norm_num at hneg
  · rw [unstable_iff ha.le _ h2]
    have hN2 : (2 : ℝ) ≤ N := by exact_mod_cast h2
    have hN0 : (0 : ℝ) < N := by linarith
    have h6 : cos (π / 6) ^ 2 = 3 / 4 := by
      rw [Real.cos_pi_div_six, div_pow, Real.sq_sqrt (by norm_num)]
      norm_num
    have h60 : 0 ≤ cos (π / 6) := by
      rw [Real.cos_pi_div_six]
      positivity
    constructor
    · intro h
      by_contra h7
      have hN6 : (N : ℝ) ≤ 6 := by exact_mod_cast (show N ≤ 6 by omega)
      have hhalf : π / N ≤ π / 2 :=
        (div_le_iff₀ hN0).2 (by nlinarith [pi_pos])
      have hsix : π / 6 ≤ π / N :=
        (le_div_iff₀ hN0).2 (by nlinarith [pi_pos])
      have hc0 : 0 ≤ cos (π / N) := Real.cos_nonneg_of_neg_pi_div_two_le_of_le
        (by linarith [pi_pos, div_pos pi_pos hN0]) hhalf
      have hc := Real.cos_le_cos_of_nonneg_of_le_pi (by positivity)
        (by linarith [pi_pos]) hsix
      have hsq := pow_le_pow_left₀ hc0 hc 2
      rw [h6] at hsq
      nlinarith [mul_nonneg ha.le (sub_nonneg.2 hsq)]
    · intro h7
      have hN7 : (7 : ℝ) ≤ N := by exact_mod_cast h7
      have hsix : π / N < π / 6 :=
        (div_lt_iff₀ hN0).2 (by nlinarith [pi_pos])
      have hc := Real.cos_lt_cos_of_nonneg_of_le_pi (by positivity)
        (by linarith [pi_pos]) hsix
      have hsq : 3 / 4 < cos (π / N) ^ 2 := by nlinarith
      nlinarith [mul_pos ha (sub_pos.2 hsq)]

end

end SupercellInstability
```

```lean
#print axioms SupercellInstability.omegaSq_third
#print axioms SupercellInstability.growing_mode
#print axioms SupercellInstability.unstable_iff
#print axioms SupercellInstability.supercell_detects_instability_iff
```

```
'SupercellInstability.omegaSq_third' depends on axioms: [propext, Classical.choice, Quot.sound]
'SupercellInstability.growing_mode' depends on axioms: [propext, Classical.choice, Quot.sound]
'SupercellInstability.unstable_iff' depends on axioms: [propext, Classical.choice, Quot.sound]
'SupercellInstability.supercell_detects_instability_iff' depends on axioms: [propext, Classical.choice, Quot.sound]
```

## A statement about commensurate waves of a harmonic chain

In words, `supercell_detects_instability_iff` says: for real `a` with `0 < a` and a natural number `N` with `1 ≤ N`, there is a real `q` satisfying `Commensurate N q` and `omegaSq a (-a / 3) q < 0` if and only if `7 ≤ N`.

The objects correspond to the physics as follows.

- Displacements are functions `ℤ → ℝ` on an infinite chain, with one real coordinate per atom. `force` is the sum of the four spring forces.
- `omegaSq` is defined by a formula, and `force_wave` proves that the springs produce exactly this value on a wave of any phase. It is a squared frequency, so a negative value means an imaginary frequency, which many phonon codes print as a negative number.
- `Commensurate N q` says that `N * q` is an integer multiple of $2\pi$. By `commensurate_iff_periodic`, this is the same as every wave at `q` repeating after `N` cells. The wavevector is not restricted to the first Brillouin zone.

The hypothesis `1 ≤ N` has work to do: for `N = 0` the definition makes every `q` commensurate, including unstable ones. In `unstable_iff`, some restriction on the sign of `a` is needed. With $a=-1$, $b=1$ and $N=4$, the wave at $q=\pi$ is unstable although $a+4b\cos^2(\pi/4)=1$.

The supercell enters only through the allowed wavevectors. The file contains no periodic force-constant matrix, and the decomposition of a general periodic displacement into commensurate waves is standard Fourier analysis that it does not formalise. The model is classical and harmonic, so it gives the initial growth of an unstable wave but not the structure that anharmonic forces would eventually select. The threshold depends on the ratio $b/a$, which is $-1/3$ here; for other springs with $a\ge0$ and at least two cells, `unstable_iff` gives the criterion.
